# A residual bound on the Pulay correction for a normalised state of a Hermitian operator

Take the fixed matrix $A=\begin{pmatrix}1&1\\1&1\end{pmatrix}$ on $\mathbb C^2$ and the unit vector $c(t)=(\cos t,\sin t)$, with $t$ real. The expectation value is $E(t)=(\cos t+\sin t)^2=1+\sin 2t$, so $E'(0)=2$. The matrix does not depend on $t$, so the Hellmann–Feynman expression $\langle c,A'c\rangle$ is zero and misses the whole slope. The reason is that $c(0)=(1,0)$ is not an eigenvector: $Ac(0)=(1,1)$ and $E(0)=1$, which leaves the residual $r=Ac(0)-E(0)c(0)=(0,1)$. The velocity $c'(0)=(0,1)$ points along $r$, and $2\|c'(0)\|\,\|r\|=2$ is exactly the missing slope. At $t=\pi/4$ the path passes through the normalised eigenvector $(1,1)/\sqrt2$ with eigenvalue $2$; there the residual vanishes, and so does $E'=2\cos 2t$. Two dimensions are needed to see this. In $\mathbb C^1$ a Hermitian operator is a real number, every unit vector is an eigenvector, and the residual is always zero.

## The correction equals $2\operatorname{Re}\langle c',r\rangle$ and is at most $2\|c'\|\,\|r\|$

Let $V$ be a complex inner product space, with $\langle\cdot,\cdot\rangle$ antilinear in the first slot. Let $H(t)$ be bounded operators on $V$ and $c(t)$ vectors in $V$, both differentiable at a point $t=x$ with derivatives $H'$ and $c'$. Assume that $H(x)$ is Hermitian and that $\|c(t)\|=1$ for $t$ near $x$. Set
$$E(t)=\operatorname{Re}\langle c(t),H(t)c(t)\rangle ,\qquad r=H(x)c(x)-E(x)\,c(x).$$
Below, $H$, $c$ and $E$ without an argument are taken at $x$. Then $E$ is differentiable at $x$, and
$$E'=\operatorname{Re}\langle c,H'c\rangle+2\operatorname{Re}\langle c',r\rangle .$$
The second term is what is called the Pulay correction here. For every complex number $z$ it satisfies
$$\bigl|E'-\operatorname{Re}\langle c,H'c\rangle\bigr|\le 2\,\|c'-zc\|\,\|r\| ,$$
and $z=0$ gives the bound $2\|c'\|\,\|r\|$. The constant $2$ is attained. For an exact eigenvector $r=0$, the right side is zero and $E'$ is the Hellmann–Feynman term alone.

## Forces from states that are only approximate eigenvectors

A code that evaluates $\langle c,H'c\rangle$ as the derivative of a one-particle energy with respect to one real parameter (an atomic coordinate, a strain, a field strength) drops the correction, and for a single normalised state of a bounded Hermitian operator the bound limits what was dropped. Two readings of $V$ are useful. With $V=\mathbb C^n$, $c$ holds the coefficients in an orthonormal basis, $H$ is the Hamiltonian matrix, and $r$ is the residual of an iterative eigensolver. In this reading the correction comes from an unconverged eigenvector and vanishes for exact diagonalisation; if the basis moves with the parameter, the terms usually called Pulay forces are contained in the derivative $H'$ of the matrix, and the bound says nothing about them. With $V$ a larger space, for instance a fine discretisation, $c(t)$ is the wave function assembled from partial waves or muffin-tin orbitals that move with the parameter; $c'$ then contains the motion of the basis functions, and $r$ measures how far the assembled function is from solving the eigenvalue equation in $V$. In both readings the bound is linear in $\|r\|$ with prefactor $2\|c'\|$, so it turns a small residual into a small correction when $\|c'\|$ is also under control. This is a property of the bound: the correction itself can be small with a large $c'$, and it is zero whenever $c'$ is orthogonal to $r$.

The free number $z$ matters when the phase of $c$ is arbitrary. Replacing $c(t)$ by $e^{i\theta(t)}c(t)$, with a real differentiable phase $\theta$ and $\theta(x)=0$, adds $i\theta'c$ to $c'$. This can change $\|c'\|$ but leaves $E$ unchanged, and a shift of $z$ absorbs it. The smallest right side comes from $z=\langle c,c'\rangle$, which leaves the component of $c'$ orthogonal to $c$.

## From the product rule to Cauchy–Schwarz

The product rule applied to $\langle c,Hc\rangle$ gives three terms,
$$\frac{d}{dt}\langle c,Hc\rangle=\langle c,H'c\rangle+\langle c,Hc'\rangle+\langle c',Hc\rangle .$$
Since $H(x)$ is Hermitian, $\langle c,Hc'\rangle=\langle Hc,c'\rangle=\overline{\langle c',Hc\rangle}$. A number and its conjugate have the same real part, so
$$E'=\operatorname{Re}\langle c,H'c\rangle+2\operatorname{Re}\langle c',Hc\rangle .$$

The function $\langle c(t),c(t)\rangle$ equals $1$ near $x$, so its derivative $\langle c,c'\rangle+\langle c',c\rangle=2\operatorname{Re}\langle c',c\rangle$ is zero. Because $E$ is real,
$$\operatorname{Re}\langle c',r\rangle=\operatorname{Re}\langle c',Hc\rangle-E\operatorname{Re}\langle c',c\rangle=\operatorname{Re}\langle c',Hc\rangle ,$$
which is the exact formula for the correction.

The residual is orthogonal to the state. Hermiticity gives $\overline{\langle c,Hc\rangle}=\langle Hc,c\rangle=\langle c,Hc\rangle$, so $\langle c,Hc\rangle$ is real and equal to $E$, and $\langle c,r\rangle=E-E\langle c,c\rangle=0$. The decomposition $Hc=Ec+r$ is therefore orthogonal, and
$$\|r\|^2=\|Hc\|^2-E^2 ,$$
the energy variance in the state $c$. For the matrix above at $t=0$ this reads $1=2-1$.

Orthogonality also gives $\langle c'-zc,r\rangle=\langle c',r\rangle-\bar z\langle c,r\rangle=\langle c',r\rangle$ for any $z$. Then
$$\bigl|2\operatorname{Re}\langle c'-zc,r\rangle\bigr|\le 2\,\bigl|\langle c'-zc,r\rangle\bigr|\le 2\,\|c'-zc\|\,\|r\| ,$$
by $|\operatorname{Re}a|\le|a|$ for complex $a$ and the Cauchy–Schwarz inequality.

To see that the constant is attained, fix a Hermitian $A$ and a unit vector $v$ whose residual $r=Av-\langle v,Av\rangle v$ is not zero. Put $w=r/\|r\|$ and $c(t)=\cos t\,v+\sin t\,w$. Since $\|w\|=1$ and $\langle v,w\rangle=0$, one has $\|c(t)\|^2=\cos^2t+\sin^2t=1$. At $t=0$, $c=v$ and $c'=-\sin 0\,v+\cos 0\,w=w$. With $H'=0$ the exact formula gives $E'(0)=2\operatorname{Re}\langle w,r\rangle=2\|r\|^2/\|r\|=2\|r\|=2\|w\|\,\|r\|$. Read the other way, a unit vector with non-zero residual always lies on a normalised path on which the energy of the fixed operator has positive slope at that vector.

## The objects in Lean

The space `V` carries `InnerProductSpace ℂ V`; neither finite dimension nor completeness is assumed, and matrices are the case $V=\mathbb C^n$. The bracket `⟪u, v⟫_ℂ` is conjugate-linear in `u`, the physicists' convention. An operator is an element of `V →L[ℂ] V`, a continuous and hence bounded complex-linear map. `IsHerm A` says $\langle Au,v\rangle=\langle u,Av\rangle$ for all $u,v$. The definition `energy A v` is $\operatorname{Re}\langle v,Av\rangle$ with no division by $\|v\|^2$, so it is the Rayleigh quotient only for unit $v$, and `residual A v` is $Av$ minus that number times $v$. The same definition serves for the Hellmann–Feynman term, `energy H' (c x)`.

Four hypotheses enter the main theorems. `hH : HasDerivAt H H' x` is differentiability of the operator family in operator norm at the one point $x$, and `hc : HasDerivAt c c' x` is differentiability of the state in the norm of $V$. `hs : IsHerm (H x)` asks for Hermiticity at $x$ only; nothing is assumed of $H'$ or of $H(t)$ elsewhere, and the real part in `energy` keeps every quantity real regardless. `hn : ∀ᶠ t in 𝓝 x, ‖c t‖ = 1` says that the state is normalised throughout a neighbourhood of $x$, which is the condition that a renormalisation at every parameter value supplies. Normalisation at the single point $x$ would say nothing about $\operatorname{Re}\langle c',c\rangle$.

The operator `onesOp` is $|u\rangle\langle u|$ with the unnormalised $u=(1,1)$, that is, twice the projector on $(1,1)/\sqrt2$, which is the matrix $A$ of the opening example.

```lean
import Mathlib

open scoped InnerProductSpace Topology

namespace PulayCorrection

noncomputable section

variable {V : Type*} [NormedAddCommGroup V] [InnerProductSpace ℂ V]

/-- The operator `A` is Hermitian: `⟨A u, v⟩ = ⟨u, A v⟩` for all vectors. -/
def IsHerm (A : V →L[ℂ] V) : Prop := ∀ u v, ⟪A u, v⟫_ℂ = ⟪u, A v⟫_ℂ

/-- The real expectation value `Re ⟨v, A v⟩`. -/
def energy (A : V →L[ℂ] V) (v : V) : ℝ := (⟪v, A v⟫_ℂ).re

/-- The residual `A v - E v`, where `E` is the expectation value of `A` in `v`. -/
def residual (A : V →L[ℂ] V) (v : V) : V := A v - (energy A v : ℂ) • v

/-- The residual divided by its norm. -/
def direction (A : V →L[ℂ] V) (v : V) : V :=
  ((‖residual A v‖⁻¹ : ℝ) : ℂ) • residual A v

/-- The path `cos t · v + sin t · w`. -/
def rotation (v w : V) (t : ℝ) : V :=
  ((Real.cos t : ℝ) : ℂ) • v + ((Real.sin t : ℝ) : ℂ) • w

/-- The operator `|u⟩⟨u|` on `ℂ²` with `u = (1, 1)`, the matrix with all entries one. -/
def onesOp : EuclideanSpace ℂ (Fin 2) →L[ℂ] EuclideanSpace ℂ (Fin 2) :=
  (innerSL ℂ (!₂[1, 1] : EuclideanSpace ℂ (Fin 2))).smulRight !₂[1, 1]

variable {H : ℝ → V →L[ℂ] V} {H' : V →L[ℂ] V} {c : ℝ → V} {c' : V} {x : ℝ}

/-- For `H(x)` Hermitian, the derivative of `Re ⟨c, H c⟩` is
`Re ⟨c, H' c⟩ + 2 Re ⟨c', H c⟩`. -/
theorem hasDerivAt_energy (hH : HasDerivAt H H' x) (hc : HasDerivAt c c' x)
    (hs : IsHerm (H x)) :
    HasDerivAt (fun t => energy (H t) (c t))
      (energy H' (c x) + 2 * (⟪c', H x (c x)⟫_ℂ).re) x := by
  -- product rule for `H c`, then for the inner product
  have hL := ((ContinuousLinearMap.restrictScalarsL ℂ V V ℝ ℝ).hasFDerivAt.comp_hasDerivAt
    x hH).clm_apply hc
  have hA : HasDerivAt (fun t => H t (c t)) (H' (c x) + H x c') x := by
    exact hL
  have hI := HasDerivAt.inner ℂ hc hA
  have hR : HasDerivAt (fun t => energy (H t) (c t))
      (⟪c x, H' (c x) + H x c'⟫_ℂ + ⟪c', H x (c x)⟫_ℂ).re x :=
    Complex.reCLM.hasFDerivAt.comp_hasDerivAt x hI
  -- Hermiticity makes the two terms containing `c'` complex conjugates
  have h : (⟪c x, H x c'⟫_ℂ).re = (⟪c', H x (c x)⟫_ℂ).re := by
    rw [← hs (c x) c', ← inner_conj_symm (H x (c x)) c', Complex.conj_re]
  refine hR.congr_deriv ?_
  rw [inner_add_right, Complex.add_re, Complex.add_re, h, energy]
  ring

/-- If `c` stays normalised near `x`, then `Re ⟨c', c⟩ = 0`. -/
theorem re_inner_deriv_eq_zero (hc : HasDerivAt c c' x) (hn : ∀ᶠ t in 𝓝 x, ‖c t‖ = 1) :
    (⟪c', c x⟫_ℂ).re = 0 := by
  have hI := HasDerivAt.inner ℂ hc hc
  have he : (fun t => ⟪c t, c t⟫_ℂ) =ᶠ[𝓝 x] fun _ => (1 : ℂ) := by
    filter_upwards [hn] with t ht
    rw [inner_self_eq_norm_sq_to_K, ht]
    simp
  have h0 := hI.unique ((hasDerivAt_const x (1 : ℂ)).congr_of_eventuallyEq he)
  have h1 := congrArg Complex.re h0
  rw [← inner_conj_symm (c x) c', Complex.add_re, Complex.conj_re, Complex.zero_re] at h1
  linarith

/-- For `H(x)` Hermitian and `c` normalised near `x`, the energy derivative is `Re ⟨c, H' c⟩` plus
the Pulay correction `2 Re ⟨c', H c - E c⟩`. -/
theorem pulay_formula (hH : HasDerivAt H H' x) (hc : HasDerivAt c c' x)
    (hs : IsHerm (H x)) (hn : ∀ᶠ t in 𝓝 x, ‖c t‖ = 1) :
    HasDerivAt (fun t => energy (H t) (c t))
      (energy H' (c x) + 2 * (⟪c', residual (H x) (c x)⟫_ℂ).re) x := by
  refine (hasDerivAt_energy hH hc hs).congr_deriv ?_
  rw [residual, inner_sub_right, inner_smul_right, Complex.sub_re, Complex.re_ofReal_mul,
    re_inner_deriv_eq_zero hc hn]
  ring

/-- For Hermitian `A` and a unit vector `v`, the residual is orthogonal to `v`. -/
theorem inner_residual {A : V →L[ℂ] V} {v : V} (hs : IsHerm A) (hv : ‖v‖ = 1) :
    ⟪v, residual A v⟫_ℂ = 0 := by
  have h1 : ⟪v, v⟫_ℂ = 1 := by
    rw [inner_self_eq_norm_sq_to_K, hv]
    simp
  have h2 : (energy A v : ℂ) = ⟪v, A v⟫_ℂ :=
    Complex.conj_eq_iff_re.1 (by rw [inner_conj_symm, hs v v])
  rw [residual, inner_sub_right, inner_smul_right, h1, h2, mul_one, sub_self]

/-- For Hermitian `A` and a unit vector `v`, the squared norm of the residual is
`‖A v‖² - E²`. -/
theorem norm_residual_sq {A : V →L[ℂ] V} {v : V} (hs : IsHerm A) (hv : ‖v‖ = 1) :
    ‖residual A v‖ ^ 2 = ‖A v‖ ^ 2 - energy A v ^ 2 := by
  have h1 : (energy A v : ℂ) • v + residual A v = A v := by
    rw [residual]
    abel
  have h2 := norm_add_sq (𝕜 := ℂ) ((energy A v : ℂ) • v) (residual A v)
  rw [h1, inner_smul_left, inner_residual hs hv, mul_zero, map_zero, norm_smul, hv,
    Complex.norm_real, Real.norm_eq_abs, mul_one, sq_abs] at h2
  linarith

/-- For `H(x)` Hermitian and `c` normalised near `x`, the difference `E' - Re ⟨c, H' c⟩` is at most
`2 ‖c' - z c‖ ‖H c - E c‖` in modulus, for every complex number `z`. -/
theorem pulay_bound_shifted (hH : HasDerivAt H H' x) (hc : HasDerivAt c c' x)
    (hs : IsHerm (H x)) (hn : ∀ᶠ t in 𝓝 x, ‖c t‖ = 1) (z : ℂ) :
    |deriv (fun t => energy (H t) (c t)) x - energy H' (c x)|
      ≤ 2 * ‖c' - z • c x‖ * ‖residual (H x) (c x)‖ := by
  -- the part of `c'` along `c` does not couple to the residual
  have h : ⟪c', residual (H x) (c x)⟫_ℂ = ⟪c' - z • c x, residual (H x) (c x)⟫_ℂ := by
    rw [inner_sub_left, inner_smul_left, inner_residual hs hn.self_of_nhds, mul_zero,
      sub_zero]
  rw [(pulay_formula hH hc hs hn).deriv, add_sub_cancel_left, h, abs_mul, abs_two]
  -- Cauchy-Schwarz
  have h1 := Complex.abs_re_le_norm ⟪c' - z • c x, residual (H x) (c x)⟫_ℂ
  have h2 := norm_inner_le_norm (𝕜 := ℂ) (c' - z • c x) (residual (H x) (c x))
  linarith

/-- For `H(x)` Hermitian and `c` normalised near `x`, the energy `E = Re ⟨c, H c⟩` is differentiable
at `x` and `|E' - Re ⟨c, H' c⟩| ≤ 2 ‖c'‖ ‖H c - E c‖`. -/
theorem pulay_bound (hH : HasDerivAt H H' x) (hc : HasDerivAt c c' x)
    (hs : IsHerm (H x)) (hn : ∀ᶠ t in 𝓝 x, ‖c t‖ = 1) :
    DifferentiableAt ℝ (fun t => energy (H t) (c t)) x ∧
    |deriv (fun t => energy (H t) (c t)) x - energy H' (c x)|
      ≤ 2 * ‖c'‖ * ‖residual (H x) (c x)‖ := by
  refine ⟨(pulay_formula hH hc hs hn).differentiableAt, ?_⟩
  have h := pulay_bound_shifted hH hc hs hn 0
  rwa [zero_smul, sub_zero] at h

/-- For a fixed Hermitian `A` and a unit vector `v` with non-zero residual, the rotation of `v`
towards the residual stays normalised, starts with unit velocity `w`, and its energy has
slope `2 ‖w‖ ‖A v - E v‖` at `t = 0`. -/
theorem pulay_bound_sharp {A : V →L[ℂ] V} {v : V} (hs : IsHerm A) (hv : ‖v‖ = 1)
    (hr : residual A v ≠ 0) :
    (∀ t, ‖rotation v (direction A v) t‖ = 1) ∧ ‖direction A v‖ = 1 ∧
    HasDerivAt (rotation v (direction A v)) (direction A v) 0 ∧
    HasDerivAt (fun t => energy A (rotation v (direction A v) t))
      (2 * ‖direction A v‖ * ‖residual A v‖) 0 := by
  have hρ : ‖residual A v‖ ≠ 0 := norm_ne_zero_iff.2 hr
  have hw : ‖direction A v‖ = 1 := by
    rw [direction, norm_smul, Complex.norm_real, norm_inv, norm_norm, inv_mul_cancel₀ hρ]
  have ho : ⟪v, direction A v⟫_ℂ = 0 := by
    rw [direction, inner_smul_right, inner_residual hs hv, mul_zero]
  have hn : ∀ t, ‖rotation v (direction A v) t‖ = 1 := by
    intro t
    have h := norm_add_sq (𝕜 := ℂ) (((Real.cos t : ℝ) : ℂ) • v)
      (((Real.sin t : ℝ) : ℂ) • direction A v)
    rw [inner_smul_left, inner_smul_right, ho, mul_zero, mul_zero, map_zero, norm_smul,
      norm_smul, hv, hw, Complex.norm_real, Complex.norm_real, Real.norm_eq_abs,
      Real.norm_eq_abs, mul_one, mul_one, sq_abs, sq_abs] at h
    refine (sq_eq_sq₀ (norm_nonneg _) zero_le_one).1 ?_
    rw [rotation, h]
    linarith [Real.cos_sq_add_sin_sq t]
  have hd : HasDerivAt (rotation v (direction A v)) (direction A v) 0 := by
    have h := ((Real.hasDerivAt_cos 0).ofReal_comp.smul_const v).fun_add
      ((Real.hasDerivAt_sin 0).ofReal_comp.smul_const (direction A v))
    refine HasDerivAt.congr_deriv h ?_
    simp
  refine ⟨hn, hw, hd, ?_⟩
  have h0 : rotation v (direction A v) 0 = v := by simp [rotation]
  have hP := pulay_formula (H := fun _ => A) (hasDerivAt_const (0 : ℝ) A) hd hs
    (Filter.Eventually.of_forall hn)
  have hrr : ⟪residual A v, residual A v⟫_ℂ = ((‖residual A v‖ ^ 2 : ℝ) : ℂ) := by
    rw [inner_self_eq_norm_sq_to_K]
    push_cast
    rfl
  -- the velocity is parallel to the residual
  have hwr : (⟪direction A v, residual A v⟫_ℂ).re = ‖residual A v‖ := by
    rw [direction, inner_smul_left, Complex.conj_ofReal, hrr, ← Complex.ofReal_mul,
      Complex.ofReal_re]
    field_simp
  have hz : energy (0 : V →L[ℂ] V) v = 0 := by simp [energy]
  refine hP.congr_deriv ?_
  simp only [h0]
  rw [hz, hwr, hw]
  ring

/-- The all-ones operator on `ℂ²` is Hermitian, and the unit vector `(1, 0)` has non-zero
residual. -/
theorem pulay_witness :
    IsHerm onesOp ∧ ‖(!₂[1, 0] : EuclideanSpace ℂ (Fin 2))‖ = 1 ∧
      residual onesOp !₂[1, 0] ≠ 0 := by
  refine ⟨?_, ?_, ?_⟩
  · intro u v
    show ⟪⟪(!₂[1, 1] : EuclideanSpace ℂ (Fin 2)), u⟫_ℂ • (!₂[1, 1] : EuclideanSpace ℂ (Fin 2)),
        v⟫_ℂ = ⟪u, ⟪(!₂[1, 1] : EuclideanSpace ℂ (Fin 2)), v⟫_ℂ •
        (!₂[1, 1] : EuclideanSpace ℂ (Fin 2))⟫_ℂ
    rw [inner_smul_left, inner_smul_right, inner_conj_symm, mul_comm]
  · simp [EuclideanSpace.norm_eq, Fin.sum_univ_two]
  · intro h
    have h1 := congrArg (fun y : EuclideanSpace ℂ (Fin 2) => y.ofLp 1) h
    simp [residual, onesOp, PiLp.inner_apply, Fin.sum_univ_two] at h1

end

end PulayCorrection
```

```lean
#print axioms PulayCorrection.norm_residual_sq
#print axioms PulayCorrection.pulay_bound
#print axioms PulayCorrection.pulay_bound_sharp
```

```
'PulayCorrection.norm_residual_sq' depends on axioms: [propext, Classical.choice, Quot.sound]
'PulayCorrection.pulay_bound' depends on axioms: [propext, Classical.choice, Quot.sound]
'PulayCorrection.pulay_bound_sharp' depends on axioms: [propext, Classical.choice, Quot.sound]
```

## How the lemmas follow the algebra

`hasDerivAt_energy` is the product rule. The parameter is real while the operators are complex-linear, so `restrictScalarsL` first views $H(t)$ as a real-linear map, and `clm_apply` then gives $(Hc)'=H'c+Hc'$. `HasDerivAt.inner` differentiates the bracket and `Complex.reCLM` takes the real part. The rewrite with `hs` and `inner_conj_symm` is the step $\langle c,Hc'\rangle=\overline{\langle c',Hc\rangle}$.

`re_inner_deriv_eq_zero` shows that $\langle c(t),c(t)\rangle$ agrees with the constant $1$ near $x$, and uniqueness of the derivative, `hI.unique`, equates $\langle c,c'\rangle+\langle c',c\rangle$ with zero. `pulay_formula` expands $\langle c',r\rangle$, pulls the real factor $E$ out of the real part with `Complex.re_ofReal_mul`, and removes that term with the previous lemma.

`inner_residual` obtains the reality of $\langle v,Av\rangle$ from `Complex.conj_eq_iff_re` and concludes $\langle v,r\rangle=0$. `norm_residual_sq` expands $\|Ev+r\|^2$ with `norm_add_sq`, where the cross term vanishes by that orthogonality. In `pulay_bound_shifted` the velocity $c'$ is replaced by $c'-zc$ inside the bracket, and the two inequalities of the derivation appear as `Complex.abs_re_le_norm` and `norm_inner_le_norm`. `pulay_bound` sets $z=0$. It also states `DifferentiableAt`, which matters because Lean's `deriv` returns zero for a function that has no derivative; with differentiability in the conclusion, `deriv` there is the true $E'$.

`pulay_bound_sharp` has four conclusions: the path `rotation v (direction A v)` is normalised for all $t$, the vector $w$, which is `direction A v`, has norm one, the path has derivative $w$ at $0$, and the energy has derivative $2\|w\|\,\|r\|$ at $0$. The last comes from `pulay_formula` applied to the constant family `fun _ => A`, together with `hwr`, the identity $\operatorname{Re}\langle w,r\rangle=\|r\|$. `pulay_witness` shows that `onesOp` and the vector $(1,0)$ meet the three assumptions of that theorem. With components numbered $0$ and $1$ as in `Fin 2`, it reads off component $1$ of the residual, which is not zero.

## Reach of the bound: one state, a fixed metric, bounded operators

The theorems give the exact correction, its bound for every shift $z$, the variance formula and the attainment of the constant $2$. The closed form $1+\sin 2t$, the phase argument, the best choice of $z$ and the two readings of $V$ are commentary that the file does not state.

The inner product is fixed. In a non-orthogonal basis that moves with the parameter, the norm of the coefficient vector involves an overlap matrix that in general depends on the parameter, and the Pulay terms written in such a basis contain its derivative. That form is reached here only indirectly, by working with the assembled wave function in a larger space or by orthonormalising first, which changes $H$ and $H'$. Operators are bounded, so the statement applies to a discretised Hamiltonian and not to the differential operator with its unbounded kinetic term. The eigenproblem is linear: a multiple-scattering secular matrix that itself depends on the energy is a different object. The energy is that of one state in a given operator, with no sum over occupied states and no self-consistent dependence of $H$ on $c$.

For a wave function assembled from partial waves, the bound alone does not show that the correction is small. No theorem here relates an angular-momentum cutoff or the quality of the single-site solutions to $\|r\|$, and none bounds $\|c'\|$; both are inputs. Differentiability of $c$ is likewise assumed, and a state chosen by an eigensolver near a level crossing need not have it. Finally, the quantity bounded is the gap between $\operatorname{Re}\langle c,H'c\rangle$ and the derivative of the approximate energy $E$. The distance of either from the derivative of an exact eigenvalue is a separate question, and all arithmetic is exact.
